# Antisymmetric spin states of $N$ particles with $n$ labels form a space of dimension $\binom{n}{N}$

## Configurations, amplitudes and exchanges

Number the particles $0,\dots,N-1$ and the spin labels $0,\dots,n-1$. A particle of spin $I$ has $n=2I+1$ labels, the values of its spin projection, so a proton has $n=2$. A configuration $x=(x_0,\dots,x_{N-1})$ gives particle $i$ the label $x_i$. A spin state is described by its amplitudes, a function $f$ that assigns a complex number $f(x)$ to every configuration.

For a permutation $\sigma$ of the particles, $x\circ\sigma$ is the configuration in which particle $i$ carries the label $x_{\sigma(i)}$. If $\sigma$ is the exchange $(i\,j)$, particles $i$ and $j$ trade labels. The function $f$ is antisymmetric if

$$f(x\circ(i\,j))=-f(x)\qquad\text{for all } i\neq j \text{ and all } x .$$

Let $s$ be a set of $N$ different labels. Its filling $\varphi_s$ is the configuration that lists the elements of $s$ in increasing order. For any configuration $\varphi$, the Slater determinant of $\varphi$ is the function

$$D_\varphi(x)=\det\big[\delta_{x_i,\varphi_j}\big]_{i,j=0}^{N-1},$$

with one row per particle and one column per label in $\varphi$. It carries no normalisation factor. When the labels in $\varphi$ are distinct, $D_\varphi$ is $\pm1$ on the $N!$ rearrangements of $\varphi$ and zero elsewhere, so the normalised state is $D_\varphi/\sqrt{N!}$.

## Where spin antisymmetry enters a spectrum

The total wavefunction of a molecule changes sign when two identical protons are exchanged. If its spatial part is symmetric under all permutations of three protons, the spin part has to be antisymmetric. No such spin state exists, so these rovibronic levels have statistical weight zero. Three protons can still occur together in a molecule, because spatial and spin parts of other symmetry types can be combined.

The same count gives the number of Slater determinants for $N$ electrons in a finite set of $n$ orthonormal spin orbitals, which is the size of the full configuration-interaction problem before any symmetry is used.

## The statements and their Lean form

There are four results.

- **Dimension.** `finrank_antisymmetricStates` says that the antisymmetric functions form a complex vector space of dimension $\binom{n}{N}$, for all natural numbers $N$ and $n$.
- **Too many particles.** `eq_zero_of_more_particles` says that an antisymmetric $f$ is the zero function if $n<N$.
- **Three protons.** `three_protons` is the case $N=3$, $n=2$.
- **As many particles as labels.** `one_dimensional_of_equal` says that for $N=n$ the dimension is one, and that $f(x)=f(\mathrm{id})\,D_{\mathrm{id}}(x)$ for every antisymmetric $f$, where $\mathrm{id}=(0,1,\dots,n-1)$.

A configuration has the type `Fin N → Fin n`, and a spin state is a function from configurations to `ℂ`. The condition on exchanges is `IsAntisymmetric f`, in which `x ∘ Equiv.swap i j` is the configuration after the exchange. The vector space is `antisymmetricStates N n`, a complex submodule of all amplitude functions. The determinant $D_\varphi(x)$ is `slater φ x`, and $\varphi_s$ is `filling s`, where `s` is a set of labels together with a proof that it has $N$ elements.

Antisymmetry is a hypothesis throughout. In a product of a spatial and a spin factor, the spin factor of identical fermions is antisymmetric if the spatial factor is symmetric. For identical bosons, such as the spin-1 particles with $n=3$ in the example below, it is antisymmetric if the spatial factor is antisymmetric. The exchange rules for fermions and bosons are not derived here. Spatial wavefunctions, spin states of mixed symmetry and the statistical weights of other levels do not appear. The file has no inner product either, so the normalisation factors in these notes are added by hand.

The smallest sizes are included. For $N=0$ there is one empty configuration and the dimension is one, also when $n=0$. For $N=1$ there is nothing to exchange, every function is antisymmetric, and the dimension is $n$.

## Derivation by evaluation on fillings

**Repeated labels.** Suppose $x_i=x_j$ with $i\neq j$. The exchange of $i$ and $j$ leaves $x$ unchanged, so $f(x)=-f(x)$ and hence $f(x)=0$.

**Rearrangements.** Every permutation is a product of exchanges, and each exchange only changes the sign of the amplitude. If $f(x)=0$, then $f(x\circ\sigma)=0$ for every permutation $\sigma$.

**Fillings determine the state.** Suppose that an antisymmetric $f$ vanishes on all fillings. A configuration with a repeated label has amplitude zero by the first step. A configuration $x$ without repetition uses a set $s$ of exactly $N$ labels, so $x=\varphi_s\circ\sigma$ for some permutation $\sigma$, and $f(x)=0$ by the second step. Therefore $f=0$.

**Slater determinants on fillings.** Exchanging two labels in $x$ exchanges two rows of the matrix $[\delta_{x_i,\varphi_j}]$, so $D_\varphi$ is antisymmetric. For two $N$-element label sets $s$ and $t$,

$$D_{\varphi_s}(\varphi_t)=\delta_{st}.$$

If $s=t$, the matrix is the identity. If $s\neq t$, the sets have equal size, so some label in $t$ is missing from $s$. The row of the particle that carries this label is zero, and so is the determinant.

**Dimension.** Let $E$ send an antisymmetric $f$ to its list of values $(f(\varphi_s))_s$. This map is linear, and it is injective because fillings determine the state. It is also surjective: for prescribed numbers $c_s$, the function $f=\sum_s c_s D_{\varphi_s}$ is antisymmetric and satisfies

$$f(\varphi_t)=\sum_s c_s\,\delta_{st}=c_t .$$

The dimension is therefore the number of $N$-element subsets of $n$ labels, which is $\binom{n}{N}$.

**More particles than labels.** If $N>n$, there are no sets of $N$ different labels and no fillings. The condition that $f$ vanishes on all fillings holds trivially, so $f=0$. For three protons this means that each of the eight configurations repeats a label.

**Equal numbers.** If $N=n$, then $\binom{n}{n}=1$. Put $g=f-f(\mathrm{id})\,D_{\mathrm{id}}$, which is antisymmetric. Since $D_{\mathrm{id}}(\mathrm{id})=1$, we have $g(\mathrm{id})=0$. A configuration without repetition is now a permutation of $0,\dots,n-1$, hence a rearrangement of $\mathrm{id}$, and $g$ vanishes there. It also vanishes on configurations with a repeated label. So $g=0$, which is the stated formula.

## Two particles with three labels

Take $N=2$ and $n=3$. The fillings are $(0,1)$, $(0,2)$ and $(1,2)$, and the dimension is $\binom{3}{2}=3$. Prescribe the amplitudes $2$, $-1$ and $4$ on them. The state is

$$f=2D_{(0,1)}-D_{(0,2)}+4D_{(1,2)} .$$

At the configuration $(2,1)$ the three determinants are

$$\begin{vmatrix}0&0\\0&1\end{vmatrix}=0,\qquad
\begin{vmatrix}0&1\\0&0\end{vmatrix}=0,\qquad
\begin{vmatrix}0&1\\1&0\end{vmatrix}=-1,$$

so $f(2,1)=-4=-f(1,2)$, as antisymmetry requires. In the same way $f(1,0)=-2$ and $f(2,0)=1$, while $f(0,0)=f(1,1)=f(2,2)=0$. The squared amplitudes add up to $2(4+1+16)=42$, and the normalised state is $f/\sqrt{42}$.

## The Lean file

```lean
import Mathlib

open Finset

namespace AntisymmetricSpinStates

noncomputable section

/-- A spin amplitude of `N` particles with `n` spin labels each is antisymmetric if it changes
sign whenever two different particles exchange their labels. -/
def IsAntisymmetric {N n : ℕ} (f : (Fin N → Fin n) → ℂ) : Prop :=
  ∀ i j : Fin N, i ≠ j → ∀ x : Fin N → Fin n, f (x ∘ Equiv.swap i j) = -f x

/-- The complex vector space of antisymmetric spin states of `N` particles with `n` labels. -/
def antisymmetricStates (N n : ℕ) : Submodule ℂ ((Fin N → Fin n) → ℂ) where
  carrier := {f | IsAntisymmetric f}
  add_mem' := by
    intro f g hf hg i j hij x
    simp only [Pi.add_apply]
    rw [hf i j hij x, hg i j hij x]
    ring
  zero_mem' := by
    intro i j _ x
    simp
  smul_mem' := by
    intro c f hf i j hij x
    simp only [Pi.smul_apply, smul_eq_mul]
    rw [hf i j hij x]
    ring

/-- The (unnormalised) Slater determinant built from the spin labels `φ 0, φ 1, …`, as a function
of the configuration `x`. -/
def slater {N n : ℕ} (φ x : Fin N → Fin n) : ℂ :=
  Matrix.det (Matrix.of fun i j : Fin N => if x i = φ j then (1 : ℂ) else 0)

/-- The configuration in which the particles carry the labels of an `N`-element set `s` in
increasing order. -/
def filling {N n : ℕ} (s : {s : Finset (Fin n) // s.card = N}) : Fin N → Fin n :=
  s.1.orderEmbOfFin s.2

/-- Pauli exclusion: an antisymmetric amplitude vanishes when two particles carry the same
label. -/
theorem pauli_exclusion {N n : ℕ} {f : (Fin N → Fin n) → ℂ} (hf : IsAntisymmetric f)
    {x : Fin N → Fin n} {i j : Fin N} (hij : i ≠ j) (hx : x i = x j) : f x = 0 := by
  -- the exchange leaves the configuration unchanged
  have hs : x ∘ Equiv.swap i j = x := by
    funext k
    by_cases hi : k = i
    · subst hi
      simp [hx]
    · by_cases hj : k = j
      · subst hj
        simp [hx]
      · simp [Equiv.swap_apply_of_ne_of_ne hi hj]
  have h := hf i j hij x
  rw [hs] at h
  linear_combination h / 2

/-- If an antisymmetric amplitude vanishes at one configuration, it vanishes at every
rearrangement of that configuration among the particles. -/
theorem vanishes_on_rearrangements {N n : ℕ} {f : (Fin N → Fin n) → ℂ}
    (hf : IsAntisymmetric f) (x : Fin N → Fin n) (hx : f x = 0) (σ : Equiv.Perm (Fin N)) :
    f (x ∘ σ) = 0 := by
  -- build the permutation from exchanges, one at a time
  refine Equiv.Perm.swap_induction_on' (motive := fun τ => f (x ∘ τ) = 0) σ ?_ ?_
  · exact hx
  · intro τ i j hij h
    have h' := hf i j hij (x ∘ τ)
    rw [h, neg_zero] at h'
    exact h'

/-- An antisymmetric state is zero if its amplitude vanishes at every configuration with
increasing labels. -/
theorem eq_zero_of_fillings {N n : ℕ} {f : (Fin N → Fin n) → ℂ} (hf : IsAntisymmetric f)
    (h : ∀ s, f (filling s) = 0) : f = 0 := by
  funext x
  by_cases hx : Function.Injective x
  · -- distinct labels: `x` is a rearrangement of the filling of its own label set
    let s : {s : Finset (Fin n) // s.card = N} :=
      ⟨Finset.univ.image x, by rw [Finset.card_image_of_injective _ hx]; simp⟩
    have hex : ∀ i, ∃ k, filling s k = x i := by
      intro i
      have hi : x i ∈ Set.range (s.1.orderEmbOfFin s.2) := by
        rw [Finset.range_orderEmbOfFin]
        exact Finset.mem_coe.2 (Finset.mem_image_of_mem x (Finset.mem_univ i))
      exact hi
    choose σ hσ using hex
    have hinj : Function.Injective σ := by
      intro a b hab
      apply hx
      rw [← hσ a, ← hσ b, hab]
    have hb : Function.Bijective σ := Finite.injective_iff_bijective.1 hinj
    have h0 := vanishes_on_rearrangements hf (filling s) (h s) (Equiv.ofBijective σ hb)
    have e : filling s ∘ Equiv.ofBijective σ hb = x := funext hσ
    rw [e] at h0
    exact h0
  · simp only [Function.Injective, not_forall] at hx
    obtain ⟨i, j, hij, hne⟩ := hx
    exact pauli_exclusion hf hne hij

/-- Every Slater determinant is an antisymmetric spin state. -/
theorem slater_antisymmetric {N n : ℕ} (φ : Fin N → Fin n) : IsAntisymmetric (slater φ) := by
  intro i j hij x
  have h := Matrix.det_permute (Equiv.swap i j)
    (Matrix.of fun i j : Fin N => if x i = φ j then (1 : ℂ) else 0)
  rw [Equiv.Perm.sign_swap hij] at h
  calc slater φ (x ∘ Equiv.swap i j) = _ := h
    _ = -slater φ x := by simp [slater]

/-- A Slater determinant of distinct labels has amplitude one at its own configuration. -/
theorem slater_self {N n : ℕ} {φ : Fin N → Fin n} (hφ : Function.Injective φ) :
    slater φ φ = 1 := by
  have h : (Matrix.of fun i j : Fin N => if φ i = φ j then (1 : ℂ) else 0) = 1 := by
    ext i j
    simp [Matrix.one_apply, hφ.eq_iff]
  rw [slater, h, Matrix.det_one]

/-- On configurations with increasing labels, the Slater determinant of the label set `s` is one
at `s` and zero at every other label set. -/
theorem slater_filling {N n : ℕ} (s t : {s : Finset (Fin n) // s.card = N}) :
    slater (filling s) (filling t) = if s = t then 1 else 0 := by
  split_ifs with hst
  · subst hst
    exact slater_self (s.1.orderEmbOfFin s.2).injective
  · -- some label of `t` is missing in `s`, which gives a row of zeros
    have hex : ∃ i, filling t i ∉ s.1 := by
      by_contra hc
      apply hst
      have hsub : t.1 ⊆ s.1 := by
        intro a ha
        have ha' : a ∈ Set.range (t.1.orderEmbOfFin t.2) := by
          rw [Finset.range_orderEmbOfFin]
          exact Finset.mem_coe.2 ha
        obtain ⟨i, rfl⟩ := ha'
        by_contra hi
        exact hc ⟨i, hi⟩
      exact Subtype.ext
        (Finset.eq_of_subset_of_card_le hsub (le_of_eq (s.2.trans t.2.symm))).symm
    obtain ⟨i, hi⟩ := hex
    apply Matrix.det_eq_zero_of_row_eq_zero i
    intro j
    have hne : filling t i ≠ filling s j := by
      intro h
      apply hi
      rw [h]
      exact Finset.orderEmbOfFin_mem s.1 s.2 j
    simp [hne]

/-- The antisymmetric spin states of `N` particles with `n` labels each form a space of dimension
`n` choose `N`. -/
theorem finrank_antisymmetricStates (N n : ℕ) :
    Module.finrank ℂ (antisymmetricStates N n) = n.choose N := by
  -- read off the amplitudes at increasing labels
  let E : antisymmetricStates N n →ₗ[ℂ] ({s : Finset (Fin n) // s.card = N} → ℂ) :=
    { toFun := fun f s => f.1 (filling s)
      map_add' := fun _ _ => rfl
      map_smul' := fun _ _ => rfl }
  have hinj : Function.Injective E :=
    (injective_iff_map_eq_zero E).2 fun f hf =>
      Subtype.ext (eq_zero_of_fillings f.2 fun s => congrFun hf s)
  -- Slater determinants realise any prescribed amplitudes
  have hsurj : Function.Surjective E := by
    intro c
    refine ⟨⟨∑ s, c s • slater (filling s), Submodule.sum_mem _ fun s _ =>
      Submodule.smul_mem _ _ (slater_antisymmetric (filling s))⟩, ?_⟩
    funext t
    change (∑ s, c s • slater (filling s)) (filling t) = c t
    simp [Finset.sum_apply, slater_filling]
  rw [(LinearEquiv.ofBijective E ⟨hinj, hsurj⟩).finrank_eq,
    Module.finrank_fintype_fun_eq_card, Fintype.card_finset_len, Fintype.card_fin]

/-- With more particles than spin labels, every antisymmetric spin state is zero. -/
theorem eq_zero_of_more_particles {N n : ℕ} (h : n < N) {f : (Fin N → Fin n) → ℂ}
    (hf : IsAntisymmetric f) : f = 0 := by
  refine eq_zero_of_fillings hf fun s => ?_
  have hs := Finset.card_le_univ s.1
  rw [s.2, Fintype.card_fin] at hs
  omega

/-- Three protons, with two spin labels each, have no nonzero antisymmetric spin state. -/
theorem three_protons {f : (Fin 3 → Fin 2) → ℂ} (hf : IsAntisymmetric f) : f = 0 :=
  eq_zero_of_more_particles (by norm_num) hf

/-- With as many particles as labels, the antisymmetric spin states form a one-dimensional space,
and each is the Slater determinant of all labels times its amplitude at `0, 1, …, n - 1`. -/
theorem one_dimensional_of_equal (n : ℕ) :
    Module.finrank ℂ (antisymmetricStates n n) = 1 ∧
      ∀ f : (Fin n → Fin n) → ℂ, IsAntisymmetric f → ∀ x, f x = f id * slater id x := by
  refine ⟨by rw [finrank_antisymmetricStates, Nat.choose_self], fun f hf x => ?_⟩
  -- the difference of the two sides is antisymmetric and vanishes at `id`
  have hg : IsAntisymmetric (f - f id • slater id) :=
    Submodule.sub_mem (antisymmetricStates n n) hf
      (Submodule.smul_mem _ _ (slater_antisymmetric id))
  have h0 : (f - f id • slater id : (Fin n → Fin n) → ℂ) id = 0 := by
    simp [slater_self (Function.injective_id (α := Fin n))]
  have hx : (f - f id • slater id : (Fin n → Fin n) → ℂ) x = 0 := by
    by_cases hi : Function.Injective x
    · exact vanishes_on_rearrangements hg id h0
        (Equiv.ofBijective x (Finite.injective_iff_bijective.1 hi))
    · simp only [Function.Injective, not_forall] at hi
      obtain ⟨i, j, hij, hne⟩ := hi
      exact pauli_exclusion hg hne hij
  simp only [Pi.sub_apply, Pi.smul_apply, smul_eq_mul] at hx
  linear_combination hx

end

end AntisymmetricSpinStates
```

```lean
#print axioms AntisymmetricSpinStates.finrank_antisymmetricStates
#print axioms AntisymmetricSpinStates.three_protons
#print axioms AntisymmetricSpinStates.one_dimensional_of_equal
```

```
'AntisymmetricSpinStates.finrank_antisymmetricStates' depends on axioms: [propext, Classical.choice, Quot.sound]
'AntisymmetricSpinStates.three_protons' depends on axioms: [propext, Classical.choice, Quot.sound]
'AntisymmetricSpinStates.one_dimensional_of_equal' depends on axioms: [propext, Classical.choice, Quot.sound]
```

## How the Lean proof follows the derivation

The definition of `antisymmetricStates` contains the check that sums and multiples of antisymmetric functions are antisymmetric, and that the zero function is too.

`pauli_exclusion` is the step on repeated labels. It first shows that the exchanged configuration equals `x`, by looking at particle $i$, particle $j$ and all others in turn. The hypothesis then reads $f(x)=-f(x)$, and `linear_combination h / 2` turns this into $f(x)=0$.

`vanishes_on_rearrangements` uses the induction principle `Equiv.Perm.swap_induction_on'`, which builds a permutation from the identity by appending one exchange at a time. Only the vanishing of the amplitude is carried along, so the sign of the permutation is never needed.

`eq_zero_of_fillings` splits on whether `x` is injective, that is, free of repetition. If it is, `s` is the set of labels that occur in `x`. Each label `x i` sits at some position `k` in the filling of `s`, and `choose` collects these positions into a map `σ`. This map is injective because `x` is, and an injective map from a finite set to itself is a bijection, so `σ` is the required permutation. If `x` has a repetition, `pauli_exclusion` finishes the case.

`slater_antisymmetric` takes the sign from `Matrix.det_permute`, the rule for determinants under a permutation of rows, together with the fact that an exchange has sign $-1$. `slater_self` recognises the identity matrix. `slater_filling` proves the Kronecker delta: for different sets it finds the missing label by contradiction, since a set contained in another of the same size would be equal to it, and then applies `Matrix.det_eq_zero_of_row_eq_zero`.

In `finrank_antisymmetricStates` the linear map `E` is the evaluation on fillings. Injectivity comes from `eq_zero_of_fillings`, and surjectivity from the sum of Slater determinants with coefficients `c s`. The last rewrite turns the bijective map into a linear equivalence and counts the subsets with `Fintype.card_finset_len`.

`eq_zero_of_more_particles` does not go through the dimension. It applies `eq_zero_of_fillings` and observes that a set of `N` labels among `n` would give $N\le n$, which `omega` refutes. `three_protons` inserts the numbers.

In `one_dimensional_of_equal`, the dimension follows from `Nat.choose_self`. For the formula, the proof forms the difference $g$ of the derivation and shows that it is zero at `id`. An injective `x` from `Fin n` to itself is already a permutation, so `vanishes_on_rearrangements` applies directly with `id` as the starting configuration. The other configurations are again handled by `pauli_exclusion`.
